# Three distinct real solutions of the equation of state ax + bx³ = h with b ≠ 0 sum to zero

The equation of state a x + b x³ = h relates a real order parameter x to a field h, with real coefficients a and b. The theorem says that if b ≠ 0 and x, y and z are three pairwise different solutions for the same a, b and h, then x + y + z = 0. Nothing is assumed about the signs of a and b, and nothing is said about whether the three states are stable. The proof subtracts the equations in pairs and cancels the nonzero factors x − y and x − z, which gives two expressions for a, `h1` and `h2`. It then compares these and cancels the nonzero factor b(y − z).

Lean 4 with Mathlib refuses this proof:

```lean
import Mathlib

open Set

namespace SumOfThreeStates

/-- The left-hand side `a x + b x ^ 3` of the equation of state, as a function of the order
parameter `x`. -/
def eqField (a b x : ℝ) : ℝ := a * x + b * x ^ 3

/-- For `b ≠ 0`, three different solutions of the equation of state in the same field
sum to zero. -/
theorem sum_of_three_states {a b h x y z : ℝ} (hb : b ≠ 0)
    (hxy : x ≠ y) (hxz : x ≠ z) (hyz : y ≠ z) (hx : eqField a b x = h)
    (hy : eqField a b y = h) (hz : eqField a b z = h) : x + y + z = 0 := by
  simp only [eqField] at hx hy hz
  have h1 : a = -b * (x ^ 2 + x * y + y ^ 2) :=
    mul_left_cancel₀ (sub_ne_zero.2 hxy) (by linear_combination hx - hy)
  have h2 : a = -b * (x ^ 2 + x * z + z ^ 2) :=
    mul_left_cancel₀ (sub_ne_zero.2 hxz) (by linear_combination hx - hz)
  exact mul_left_cancel₀ (mul_ne_zero hb (sub_ne_zero.2 hyz))
    (by linear_combination h2 - h1)

end SumOfThreeStates
```

The compiler's answer:

```
Main.lean:22:8: error: ring failed, ring expressions not equal
a b h x y z : ℝ
hb : b ≠ 0
hxy : x ≠ y
hxz : x ≠ z
hyz : y ≠ z
hx : a * x + b * x ^ 3 = h
hy : a * y + b * y ^ 3 = h
hz : a * z + b * z ^ 3 = h
h1 : a = -b * (x ^ 2 + x * y + y ^ 2)
h2 : a = -b * (x ^ 2 + x * z + z ^ 2)
⊢ b * y * x * 2 + b * y ^ 2 * 2 - b * z * x * 2 - b * z ^ 2 * 2 = 0
```

The error is one of sign, in the last step. After the factor b(y − z) is put back, the goal there is b(y − z)(x + y + z) = b(y − z) · 0. `linear_combination` subtracts the right side of the goal from the left, takes away the same difference for the combination it is given, and asks `ring` to show that the result is zero.

For `h1 - h2` that difference is b(xy + y² − xz − z²), which is exactly b(y − z)(x + y + z). For `h2 - h1` it is the negative of this, so the two terms add up instead of cancelling. What remains is twice the expression, and this is what the message shows, with its coefficients of 2, as an equation with zero that `ring` could not prove.

The repair swaps the two hypotheses, giving `h1 - h2`. The difference then cancels identically, and the rest of the proof stays as it was.

The mended proof, as a diff:

```diff
@@ -20,5 +20,5 @@
     mul_left_cancel₀ (sub_ne_zero.2 hxz) (by linear_combination hx - hz)
   exact mul_left_cancel₀ (mul_ne_zero hb (sub_ne_zero.2 hyz))
-    (by linear_combination h2 - h1)
+    (by linear_combination h1 - h2)
 
 end SumOfThreeStates
```
